# Young's orthogonal operators on nonnegative paths satisfy the involution, braid and commutation relations

## Permutations in a spin-adapted calculation

In a configuration-interaction calculation with spin eigenfunctions, the matrix of a permutation of the electron spins, in the basis of these eigenfunctions, can be built by writing the permutation as a product of neighbouring transpositions and multiplying their matrices. Different products can represent the same permutation, so the matrices must obey the same relations as the transpositions. The theorem below proves these relations for finitely many spins one-half, with the matrices given by formula.

Couple the spins one at a time. After $k$ spins the total spin is $S_k$, and the height $p_k=2S_k$ changes by $\pm1$ at each step. A coupling scheme is therefore a path that starts at $0$ and never becomes negative.

## The operators and the theorem

Count steps from zero, so that steps $i$ and $i+1$ join $p_i,p_{i+1},p_{i+2}$. Let $p'$ be the path $p$ with these steps exchanged; only the middle height changes, to $p_i+p_{i+2}-p_{i+1}$. For a real function $f$ of paths, $(s_if)(p)=f(p)$ if the two steps are equal. If they are opposite,

$$(s_if)(p)=d\,f(p)+m\,f(p'),\qquad d=\frac{p_i-p_{i+1}}{p_i+1},\quad m=\sqrt{1-\frac1{(p_i+1)^2}}.$$

From height $h=p_i$, up-down has $d=-1/(h+1)$ and down-up has $d=1/(h+1)$.

In Lean, `Path N` is the type of these paths, stored as integer sequences with zeros after the last step. The operator $s_i$ is `youngS N i`, a linear endomorphism of `Path N → ℝ`, and `*` is composition. The theorem `young_orthogonal_form` states, for every $N$:

- $s_i^2=1$ if $i+2\le N$;
- $s_is_{i+1}s_i=s_{i+1}s_is_{i+1}$ if $i+3\le N$;
- $s_is_j=s_js_i$ if $i+2\le j$ and $j+2\le N$.

By a standard fact that is not proved here, every relation between products of neighbouring transpositions follows from these three families, so different products for the same permutation give the same matrix. All final heights, hence all total spins, are treated together. Young's orthogonal form exists for every Young diagram; these paths correspond to the standard tableaux of diagrams with at most two rows. The matrices are postulated, with the mixing sign chosen positive, and are not derived from spin functions; irreducibility is not addressed either.

## Derivation

**Staying on allowed paths.** An exchange can produce a negative height only for up-down from $h=0$, and there $m=0$.

**Involution.** On $p,p'$ the operator is $\begin{pmatrix}d&m\\m&-d\end{pmatrix}$. Its square is $(d^2+m^2)\,1=1$, since $d^2=1/(h+1)^2$. At $h=0$ only the number $-1$ remains, and equal steps give $1$.

**Braid relation.** Three equal steps are fixed by both operators. Otherwise the three orders of the steps contain one alternating pattern $v$. Let $u$ be $v$ with its last two steps exchanged, and $w$ be $v$ with its first two exchanged. Put $a=v_i$, $b=v_{i+1}=a\pm1$, and

$$\alpha=\frac{b-a}{a+1},\quad \beta=\frac{b-a}{b+1},\quad m^2=1-\alpha^2,\quad n^2=1-\beta^2.$$

In the order $u,v,w$,

$$A=s_i=\begin{pmatrix}1&0&0\\0&-\alpha&m\\0&m&\alpha\end{pmatrix},\qquad
B=s_{i+1}=\begin{pmatrix}-\beta&n&0\\n&\beta&0\\0&0&1\end{pmatrix}.$$

Multiplication gives

$$ABA=\begin{pmatrix}-\beta&-\alpha n&mn\\-\alpha n&\alpha^2\beta+m^2&\alpha(1-\beta)m\\mn&\alpha(1-\beta)m&\beta m^2+\alpha^2\end{pmatrix},$$

$$BAB=\begin{pmatrix}\beta^2-\alpha n^2&-\beta(1+\alpha)n&mn\\-\beta(1+\alpha)n&n^2-\alpha\beta^2&\beta m\\mn&\beta m&\alpha\end{pmatrix}.$$

Subtracting the two fractions gives

$$\alpha-\beta=\frac{(b-a)^2}{(a+1)(b+1)}=\alpha\beta.$$

This gives $\beta(1+\alpha)=\alpha$ and $\alpha(1-\beta)=\beta$, which settle the off-diagonal entries. The diagonal differences $ABA-BAB$ also vanish:

$$\begin{aligned}
-\beta-\beta^2+\alpha(1-\beta^2)&=(1+\beta)(\alpha-\beta-\alpha\beta)=0,\\
\alpha^2\beta-\alpha^2+\beta^2+\alpha\beta^2&=(\alpha+\beta)(\alpha\beta-\alpha+\beta)=0,\\
\beta(1-\alpha^2)+\alpha^2-\alpha&=(1-\alpha)(\beta+\alpha\beta-\alpha)=0.
\end{aligned}$$

If $u$ or $w$ is not allowed, its mixing coefficient is zero and it decouples.

**Distant operators.** For $j\ge i+2$, $s_i$ changes only height $i+1$, which $s_j$ does not read, and $s_j$ changes only height $j+1$, which $s_i$ does not read. The coefficients are unaffected and the exchanges commute.

## Three spins with total spin one-half

The paths are up-up-down and up-down-up. In this order,

$$s_0=\begin{pmatrix}1&0\\0&-1\end{pmatrix},\quad
s_1=\frac12\begin{pmatrix}-1&\sqrt3\\\sqrt3&1\end{pmatrix},\quad
s_0s_1s_0=s_1s_0s_1=\frac12\begin{pmatrix}-1&-\sqrt3\\-\sqrt3&1\end{pmatrix}.$$

The same matrices show that neighbouring operators need not commute: the upper right entry is $\sqrt3/2$ in $s_0s_1$ and $-\sqrt3/2$ in $s_1s_0$.

## The Lean file

```lean
import Mathlib

open Function

namespace YoungOrthogonalForm

noncomputable section

/-- The heights of a nonnegative path of `N` up or down steps starting at zero;
entries after the last step are set to zero. -/
structure IsPath (N : ℕ) (p : ℕ → ℤ) : Prop where
  start : p 0 = 0
  nonneg : ∀ k, 0 ≤ p k
  step : ∀ k, k < N → p (k + 1) = p k + 1 ∨ p (k + 1) = p k - 1
  tail : ∀ k, N < k → p k = 0

/-- The type of nonnegative `N`-step paths. -/
abbrev Path (N : ℕ) := {p : ℕ → ℤ // IsPath N p}

/-- Exchange the two steps that join the heights `i`, `i+1`, `i+2`. -/
def exchange (i : ℕ) (p : ℕ → ℤ) : ℕ → ℤ :=
  update p (i + 1) (p i + p (i + 2) - p (i + 1))

/-- The diagonal element for two opposite steps from height `h`:
minus the first step, divided by `h + 1`. -/
def diagonal (i : ℕ) (p : ℕ → ℤ) : ℝ :=
  ((p i : ℝ) - (p (i + 1) : ℝ)) / ((p i : ℝ) + 1)

/-- The coefficient that mixes up-down and down-up from height `h`. -/
def mixing (h : ℤ) : ℝ := √(1 - 1 / ((h : ℝ) + 1) ^ 2)

/-- The action on functions of height sequences: equal steps are left fixed,
opposite steps are mixed with their exchange. -/
def act (i : ℕ) (F : (ℕ → ℤ) → ℝ) (p : ℕ → ℤ) : ℝ :=
  if p (i + 2) = p i then diagonal i p * F p + mixing (p i) * F (exchange i p) else F p

open scoped Classical in
/-- Extend a function of paths by zero to all height sequences. -/
def extend {N : ℕ} (f : Path N → ℝ) (q : ℕ → ℤ) : ℝ :=
  if h : IsPath N q then f ⟨q, h⟩ else 0

/-- The operator `s_i` of Young's orthogonal form on real functions of `N`-step paths. -/
def youngS (N i : ℕ) : Module.End ℝ (Path N → ℝ) where
  toFun f p := act i (extend f) p.1
  map_add' f g := by
    have h : ∀ q, extend (f + g) q = extend f q + extend g q := by
      intro q
      unfold extend
      split_ifs <;> simp
    funext p
    simp only [act, h, Pi.add_apply]
    split_ifs <;> ring
  map_smul' c f := by
    have h : ∀ q, extend (c • f) q = c * extend f q := by
      intro q
      unfold extend
      split_ifs <;> simp
    funext p
    simp only [act, h, Pi.smul_apply, smul_eq_mul, RingHom.id_apply]
    split_ifs <;> ring

/-- Exchanging two neighbouring steps changes only the height between them. -/
theorem exchange_values (i : ℕ) (p : ℕ → ℤ) :
    exchange i p (i + 1) = p i + p (i + 2) - p (i + 1) ∧
      ∀ k, k ≠ i + 1 → exchange i p k = p k :=
  ⟨update_self _ _ _, fun _ h => update_of_ne h _ _⟩

/-- Exchanging the same two steps twice restores the path. -/
theorem exchange_exchange (i : ℕ) (p : ℕ → ℤ) : exchange i (exchange i p) = p := by
  funext k
  by_cases h : k = i + 1
  · rw [h, (exchange_values i (exchange i p)).1, (exchange_values i p).2 i (by omega),
      (exchange_values i p).2 (i + 2) (by omega), (exchange_values i p).1]
    ring
  · rw [(exchange_values i (exchange i p)).2 k h, (exchange_values i p).2 k h]

/-- On two opposite steps and their exchange the action is a symmetric two-by-two block
with opposite diagonal elements. -/
theorem act_pair (i : ℕ) (q : ℕ → ℤ) (h : q (i + 2) = q i) (F : (ℕ → ℤ) → ℝ) :
    act i F q = diagonal i q * F q + mixing (q i) * F (exchange i q) ∧
    act i F (exchange i q) =
      -diagonal i q * F (exchange i q) + mixing (q i) * F q := by
  refine ⟨if_pos h, ?_⟩
  have e0 := (exchange_values i q).2 i (by omega)
  have e2 := (exchange_values i q).2 (i + 2) (by omega)
  have hd : diagonal i (exchange i q) = -diagonal i q := by
    unfold diagonal
    rw [e0, (exchange_values i q).1, h]
    push_cast
    ring
  unfold act
  rw [if_pos (by rw [e0, e2, h]), hd, e0, exchange_exchange]

/-- The squares of the mixing and diagonal coefficients add up to one. -/
theorem mixing_sq (i : ℕ) (q : ℕ → ℤ) (h0 : 0 ≤ q i)
    (h1 : q (i + 1) = q i + 1 ∨ q (i + 1) = q i - 1) :
    mixing (q i) ^ 2 = 1 - diagonal i q ^ 2 := by
  have hx : (0 : ℝ) ≤ (q i : ℝ) := by exact_mod_cast h0
  have hs : ((q i : ℝ) - (q (i + 1) : ℝ)) ^ 2 = 1 := by
    rcases h1 with h | h <;> rw [h] <;> push_cast <;> ring
  have hle : 1 / ((q i : ℝ) + 1) ^ 2 ≤ 1 := by
    rw [div_le_one (by positivity)]
    nlinarith
  unfold mixing diagonal
  rw [Real.sq_sqrt (by linarith), div_pow, hs]

/-- The action at an allowed path depends only on the values of the function
at allowed paths. -/
theorem act_congr {N i : ℕ} (hi : i + 2 ≤ N) {F G : (ℕ → ℤ) → ℝ}
    (hFG : ∀ q, IsPath N q → F q = G q) {p : ℕ → ℤ} (hp : IsPath N p) :
    act i F p = act i G p := by
  unfold act
  split_ifs with h2
  · by_cases hz : p i = 0
    · -- at height zero the mixing coefficient vanishes
      have hm : mixing (p i) = 0 := by simp [mixing, hz]
      rw [hm, hFG p hp]
      ring
    · have e1 := (exchange_values i p).1
      have e := (exchange_values i p).2
      have hs := hp.step i (by omega)
      have hn := hp.nonneg i
      have hq : IsPath N (exchange i p) := by
        refine ⟨?_, fun k => ?_, fun k hk => ?_, fun k hk => ?_⟩
        · rw [e 0 (by omega)]
          exact hp.start
        · by_cases h : k = i + 1
          · rw [h, e1]
            omega
          · rw [e k h]
            exact hp.nonneg k
        · by_cases h : k = i
          · rw [h, e1, e i (by omega)]
            omega
          · by_cases h' : k = i + 1
            · have h3 : p (i + 1 + 1) = p i := h2
              rw [h', e (i + 1 + 1) (by omega), e1]
              omega
            · rw [e k h', e (k + 1) (by omega)]
              exact hp.step k hk
        · rw [e k (by omega)]
          exact hp.tail k hk
      rw [hFG p hp, hFG _ hq]
  · exact hFG p hp

/-- Let two operators each fix one end of a chain of three states and mix the other two by a
symmetric block, with diagonal elements `±α` and `±β` and squared mixing coefficients `1 - α²` and
`1 - β²`, signs as in the hypotheses. If `α - β = α β`, they satisfy the braid relation at these
states. -/
theorem braid_orbit {X : Type*} (A B : (X → ℝ) → X → ℝ) (u v w : X) (α β m n : ℝ)
    (hA1 : ∀ F, A F u = F u) (hA2 : ∀ F, A F v = -α * F v + m * F w)
    (hA3 : ∀ F, A F w = α * F w + m * F v) (hB1 : ∀ F, B F u = -β * F u + n * F v)
    (hB2 : ∀ F, B F v = β * F v + n * F u) (hB3 : ∀ F, B F w = F w)
    (hm : m ^ 2 = 1 - α ^ 2) (hn : n ^ 2 = 1 - β ^ 2) (h : α - β = α * β) (F : X → ℝ) :
    A (B (A F)) u = B (A (B F)) u ∧ A (B (A F)) v = B (A (B F)) v ∧
      A (B (A F)) w = B (A (B F)) w := by
  simp only [hA1, hA2, hA3, hB1, hB2, hB3]
  refine ⟨?_, ?_, ?_⟩
  · linear_combination F u * α * hn + (F u * (1 + β) - n * F v) * h
  · linear_combination F v * hm - F v * hn + (-n * F u + m * F w - (α + β) * F v) * h
  · linear_combination F w * β * hm + (F w * (α - 1) + m * F v) * h

/-- The braid relation holds at three alternating steps between nonnegative heights and at the two
patterns reached from them by one exchange. -/
theorem braid_alternating (i : ℕ) (q : ℕ → ℤ) (h2 : q (i + 2) = q i)
    (h3 : q (i + 3) = q (i + 1)) (h1 : q (i + 1) = q i + 1 ∨ q (i + 1) = q i - 1)
    (ha : 0 ≤ q i) (hb : 0 ≤ q (i + 1)) (F : (ℕ → ℤ) → ℝ) :
    let L := act i (act (i + 1) (act i F))
    let R := act (i + 1) (act i (act (i + 1) F))
    L (exchange (i + 1) q) = R (exchange (i + 1) q) ∧ L q = R q ∧
      L (exchange i q) = R (exchange i q) := by
  have ha' : (0 : ℝ) ≤ (q i : ℝ) := by exact_mod_cast ha
  have hb' : (0 : ℝ) ≤ (q (i + 1) : ℝ) := by exact_mod_cast hb
  have e1 : exchange (i + 1) q (i + 2) = q (i + 1) + q (i + 3) - q (i + 2) :=
    (exchange_values (i + 1) q).1
  have e2 := (exchange_values (i + 1) q).2 i (by omega)
  have e3 := (exchange_values i q).1
  have e4 : exchange i q (i + 1 + 2) = q (i + 3) :=
    (exchange_values i q).2 (i + 3) (by omega)
  refine braid_orbit (act i) (act (i + 1)) _ q _ (-diagonal i q) (diagonal (i + 1) q)
    (mixing (q i)) (mixing (q (i + 1))) (fun G => if_neg (by rw [e1, e2]; omega))
    (fun G => by rw [(act_pair i q h2 G).1]; ring) (fun G => (act_pair i q h2 G).2)
    (fun G => (act_pair (i + 1) q h3 G).2) (fun G => (act_pair (i + 1) q h3 G).1)
    (fun G => if_neg (by rw [e4, e3]; omega)) ?_ ?_ ?_ F
  · rw [mixing_sq i q ha h1]
    ring
  · refine mixing_sq (i + 1) q hb ?_
    change q (i + 2) = _ ∨ q (i + 2) = _
    omega
  · -- the relation `α - β = α β` between the diagonal parameters
    have h2' : q (i + 1 + 1) = q i := h2
    have hx : (q i : ℝ) + 1 ≠ 0 := by positivity
    have hy : (q (i + 1) : ℝ) + 1 ≠ 0 := by positivity
    unfold diagonal
    rw [h2']
    field_simp
    ring

/-- Actions on disjoint pairs of steps commute. -/
theorem act_commute (i j : ℕ) (hij : i + 2 ≤ j) (F : (ℕ → ℤ) → ℝ) (p : ℕ → ℤ) :
    act i (act j F) p = act j (act i F) p := by
  have a0 := (exchange_values i p).2 j (by omega)
  have a1 := (exchange_values i p).2 (j + 1) (by omega)
  have a2 := (exchange_values i p).2 (j + 2) (by omega)
  have b0 := (exchange_values j p).2 i (by omega)
  have b1 := (exchange_values j p).2 (i + 1) (by omega)
  have b2 := (exchange_values j p).2 (i + 2) (by omega)
  have hc : exchange i (exchange j p) = exchange j (exchange i p) := by
    change update (exchange j p) (i + 1)
        (exchange j p i + exchange j p (i + 2) - exchange j p (i + 1)) =
      update (exchange i p) (j + 1)
        (exchange i p j + exchange i p (j + 2) - exchange i p (j + 1))
    rw [a0, a1, a2, b0, b1, b2]
    exact update_comm (by omega) _ _ _
  simp only [act, diagonal, a0, a1, a2, b0, b1, b2, hc]
  split_ifs <;> ring

/-- The operators `s_i` on functions of nonnegative `N`-step paths are involutions and
satisfy the braid and distant-commutation relations. -/
theorem young_orthogonal_form (N : ℕ) :
    (∀ i, i + 2 ≤ N → youngS N i * youngS N i = 1) ∧
    (∀ i, i + 3 ≤ N → youngS N i * youngS N (i + 1) * youngS N i =
      youngS N (i + 1) * youngS N i * youngS N (i + 1)) ∧
    (∀ i j, i + 2 ≤ j → j + 2 ≤ N →
      youngS N i * youngS N j = youngS N j * youngS N i) := by
  -- products of operators are computed on height sequences
  have one : ∀ i (f : Path N → ℝ) q, IsPath N q →
      extend (youngS N i f) q = act i (extend f) q := fun i f q hq => dif_pos hq
  have two : ∀ i j (f : Path N → ℝ) q, i + 2 ≤ N → IsPath N q →
      act i (extend (youngS N j f)) q = act i (act j (extend f)) q :=
    fun i j f q hi hq => act_congr hi (one j f) hq
  have three : ∀ i j k (f : Path N → ℝ) q, i + 2 ≤ N → j + 2 ≤ N → IsPath N q →
      act i (extend (youngS N j (youngS N k f))) q =
        act i (act j (act k (extend f))) q :=
    fun i j k f q hi hj hq => act_congr hi
      (fun r hr => (one j _ r hr).trans (two j k f r hj hr)) hq
  refine ⟨fun i hi => ?_, fun i hi => ?_, fun i j hij hj => ?_⟩
  · refine LinearMap.ext fun f => funext fun p => ?_
    have hf : extend f p.1 = f p := dif_pos p.2
    change act i (extend (youngS N i f)) p.1 = f p
    rw [two i i f p.1 hi p.2, ← hf]
    by_cases h : p.1 (i + 2) = p.1 i
    · have hs := mixing_sq i p.1 (p.2.nonneg i) (p.2.step i (by omega))
      rw [(act_pair i p.1 h _).1, (act_pair i p.1 h _).1, (act_pair i p.1 h _).2]
      linear_combination extend f p.1 * hs
    · exact (if_neg h).trans (if_neg h)
  · refine LinearMap.ext fun f => funext fun p => ?_
    change act i (extend (youngS N (i + 1) (youngS N i f))) p.1 =
      act (i + 1) (extend (youngS N i (youngS N (i + 1) f))) p.1
    rw [three i (i + 1) i f p.1 (by omega) (by omega) p.2,
      three (i + 1) i (i + 1) f p.1 (by omega) (by omega) p.2]
    obtain ⟨p, hp⟩ := p
    change act i (act (i + 1) (act i (extend f))) p =
      act (i + 1) (act i (act (i + 1) (extend f))) p
    have s1 := hp.step i (by omega)
    have s2 : p (i + 2) = p (i + 1) + 1 ∨ p (i + 2) = p (i + 1) - 1 :=
      hp.step (i + 1) (by omega)
    have s3 : p (i + 3) = p (i + 2) + 1 ∨ p (i + 3) = p (i + 2) - 1 :=
      hp.step (i + 2) (by omega)
    have n0 := hp.nonneg i
    have n1 := hp.nonneg (i + 1)
    have n3 := hp.nonneg (i + 3)
    by_cases h2 : p (i + 2) = p i
    · by_cases h3 : p (i + 3) = p (i + 1)
      · exact (braid_alternating i p h2 h3 s1 n0 n1 (extend f)).2.1
      · -- exchanging the first two steps gives the alternating pattern
        have e0 := (exchange_values i p).2 i (by omega)
        have e1 := (exchange_values i p).1
        have e2 := (exchange_values i p).2 (i + 2) (by omega)
        have e3 := (exchange_values i p).2 (i + 3) (by omega)
        have key := (braid_alternating i (exchange i p) (by omega) (by omega) (by omega)
          (by omega) (by omega) (extend f)).2.2
        rwa [exchange_exchange] at key
    · by_cases h3 : p (i + 3) = p (i + 1)
      · -- exchanging the last two steps gives the alternating pattern
        have e0 := (exchange_values (i + 1) p).2 i (by omega)
        have e1 := (exchange_values (i + 1) p).2 (i + 1) (by omega)
        have e2 : exchange (i + 1) p (i + 2) = p (i + 1) + p (i + 3) - p (i + 2) :=
          (exchange_values (i + 1) p).1
        have e3 := (exchange_values (i + 1) p).2 (i + 3) (by omega)
        have key := (braid_alternating i (exchange (i + 1) p) (by omega) (by omega)
          (by omega) (by omega) (by omega) (extend f)).1
        rwa [exchange_exchange] at key
      · -- three equal steps are fixed by both operators
        have hA : ∀ G, act i G p = G p := fun G => if_neg h2
        have hB : ∀ G, act (i + 1) G p = G p := fun G => if_neg h3
        simp only [hA, hB]
  · refine LinearMap.ext fun f => funext fun p => ?_
    change act i (extend (youngS N j f)) p.1 = act j (extend (youngS N i f)) p.1
    rw [two i j f p.1 (by omega) p.2, two j i f p.1 hj p.2]
    exact act_commute i j hij _ _

/-- For a path `p` that goes up-down from height `h` and its down-up partner `q`, the diagonal
elements are `-1/(h+1)` and `1/(h+1)`, and the mixing is `√(1 - 1/(h+1)²)`. -/
theorem youngS_up_down {N i : ℕ} (p q : Path N) (hq : q.1 = exchange i p.1)
    (hup : p.1 (i + 1) = p.1 i + 1) (hdown : p.1 (i + 2) = p.1 i) (f : Path N → ℝ) :
    youngS N i f p = -(1 / ((p.1 i : ℝ) + 1)) * f p
      + √(1 - 1 / ((p.1 i : ℝ) + 1) ^ 2) * f q ∧
    youngS N i f q = 1 / ((p.1 i : ℝ) + 1) * f q
      + √(1 - 1 / ((p.1 i : ℝ) + 1) ^ 2) * f p := by
  have hfp : extend f p.1 = f p := dif_pos p.2
  have hfq : extend f (exchange i p.1) = f q := by
    rw [← hq]
    exact dif_pos q.2
  have hd : diagonal i p.1 = -(1 / ((p.1 i : ℝ) + 1)) := by
    unfold diagonal
    rw [hup]
    push_cast
    ring
  have key := act_pair i p.1 hdown (extend f)
  rw [hfp, hfq, hd, neg_neg] at key
  refine ⟨key.1, ?_⟩
  change act i (extend f) q.1 = _
  rw [hq]
  exact key.2

end

end YoungOrthogonalForm
```

```lean
#print axioms YoungOrthogonalForm.young_orthogonal_form
-- 'YoungOrthogonalForm.young_orthogonal_form' depends on axioms: [propext, Classical.choice, Quot.sound]
#print axioms YoungOrthogonalForm.youngS_up_down
-- 'YoungOrthogonalForm.youngS_up_down' depends on axioms: [propext, Classical.choice, Quot.sound]
```

## How the proof follows the algebra

The function `act` applies the formula to arbitrary height sequences, and `extend` sets a path function to zero outside the allowed paths. The lemma `act_congr` shows that values outside never matter, by the argument at $h=0$. The main theorem can therefore replace products of `youngS` by products of `act`.

The block and its normalisation are `act_pair` and `mixing_sq`; together they give the involution. The lemma `braid_orbit` is the three-state calculation, where `linear_combination` supplies the multiples of $\alpha-\beta=\alpha\beta$ and of the two normalisations that close each component. `braid_alternating` inserts the heights and proves the relation between $\alpha$ and $\beta$ with `field_simp` and `ring`.

The main theorem then splits on whether each neighbouring pair of steps is opposite. Three equal steps are fixed by both operators. A pattern with exactly one opposite pair is exchanged into the alternating one, and `exchange_exchange` carries the result back. Distant commutation is `act_commute`.

Finally, `youngS_up_down` displays the two-by-two block for two allowed partners, which requires $h\ge1$.
